# Gaps at Flux p/q in Lowest Terms: r = qs + pt Has One Solution with |t| ≤ q/2, or Two at Half Filling

Consider non-interacting, spinless electrons hopping on a square lattice in a perpendicular magnetic field. Let the flux through each plaquette be $p/q$ flux quanta $h/e$, with $p$ and $q$ coprime. The single tight-binding band then splits into $q$ magnetic subbands. If the Fermi level lies in a gap above $r$ filled subbands, the Hall conductance is an integer $t$ in units of $e^2/h$, up to a sign convention, and this integer satisfies

$$r = q s + p t$$

for some integer $s$. How far do the flux and the number of filled bands determine $t$ through this equation?

By itself it fixes $t$ only modulo $q$. A further condition is needed, and the one used here is $|t| \le q/2$. It stands for a property of the nearest-neighbour square-lattice model, whose open gaps have Hall integers in this window; further-neighbour hopping can violate it. Both the equation and the window are taken as given.

**Claim.** Let $p$ and $q$ be coprime and $0 < r < q$, so that $q \ge 2$. If $2r \ne q$, exactly one pair $(s,t)$ satisfies $r = qs + pt$ and $|t| \le q/2$. If $2r = q$, the values of $t$ that occur in the window are exactly $q/2$ and $-q/2$.

For the nearest-neighbour model, and once the sign convention is fixed, the claim lets one check a numerically computed Hall integer by counting filled bands, away from half filling.

## From the Bézout identity to the window

**All solutions.** Suppose $(s,t)$ and $(s',t')$ both solve the equation. Subtraction gives

$$p(t'-t) = q(s-s').$$

Since $q$ divides the left side and is coprime to $p$, it divides $t'-t$. Hence $t' = t + kq$ for an integer $k$, and then $s' = s - kp$. Conversely, every such shift is a solution, because $q(s-kp) + p(t+kq) = qs + pt$.

**A solution in the window.** Coprimality provides integers $a, b$ with $ap + bq = 1$, so $r = q(rb) + p(ra)$. Let $d$ be the integer part (floor) of $ra/q$. The shifted pair

$$s = rb + pd, \qquad t = ra - qd$$

is a solution with $0 \le t < q$. If $2t \le q$, it lies in the window. Otherwise replace it by $(s+p,\, t-q)$, for which $-q/2 < t-q < 0$.

**Two solutions in the window.** Let $t < t'$ both lie in the window. Their difference is a positive multiple of $q$, hence at least $q$. The window has width $q$, so $t = -q/2$ and $t' = q/2$.

**An endpoint forces half filling.** If $2t = q$, then

$$2r = 2qs + 2pt = q(2s+p).$$

Since $0 < 2r < 2q$, the integer $2s+p$ must be 1, and $2r = q$. For $2r \ne q$ there is therefore only one $t$, and $s = (r-pt)/q$ is fixed with it.

**Half filling.** If $q = 2r$, then $p$ is odd, say $p = 2m+1$. Both endpoints are realised:

$$r = q(-m) + p\,r, \qquad r = q(m+1) + p(-r).$$

Any other $t$ in the window would lie below $r = q/2$, and the collision argument would put it at $-q/2$. In the nearest-neighbour model the two central subbands touch for even $q$, so this ambiguity does not affect an open gap there.

## The gaps at flux 2/5 and the centre at flux 1/4

For $p/q = 2/5$ the window allows $t = -2,\dots,2$. Take $a=-2$, $b=1$. For $r=1$ we have $ra=-2$ and $d=-1$, which gives $t=3$, outside the window. Subtracting 5 gives $t=-2$, with $s=1$. The same procedure yields all four gaps:

| $r$ | $s$ | $t$ | $5s+2t$ |
|---|---|---|---|
| 1 | 1 | −2 | 1 |
| 2 | 0 | 1 | 2 |
| 3 | 1 | −1 | 3 |
| 4 | 0 | 2 | 4 |

For $p/q = 1/4$ and $r=2$, both $(s,t)=(0,2)$ and $(1,-2)$ solve $2 = 4s+t$ inside the window.

## The gap equation as a predicate on integers

In Lean 4 with Mathlib:

```lean
import Mathlib

namespace StredaDiophantine

/-- The gap above `r` filled bands at flux `p / q` is labelled by the integers `(s, t)`:
the Diophantine equation `r = q s + p t` holds. -/
def GapLabel (p q r s t : ℤ) : Prop := r = q * s + p * t
```

`GapLabel p q r s t` is the proposition that the five integers satisfy the gap equation. It contains no Hamiltonian or spectrum: that a gap is open, and that $t$ is its Hall integer, belongs to the physical interpretation. The flux may be negative, which corresponds to reversing the field.

## Labels differ by multiples of (−p, q)

```lean
/-- For coprime `p` and `q ≠ 0`, all labels of one gap arise from a given one by shifting `t` by
multiples of `q` and `s` by the opposite multiples of `p`. -/
theorem gapLabel_iff_shift {p q r s t s' t' : ℤ} (hq : q ≠ 0) (hpq : IsCoprime p q)
    (h : GapLabel p q r s t) :
    GapLabel p q r s' t' ↔ ∃ k : ℤ, t' = t + k * q ∧ s' = s - k * p := by
  unfold GapLabel at *
  constructor
  · intro h'
    -- `q` divides `p (t' - t)`, hence `t' - t`
    have hd : q ∣ p * (t' - t) := ⟨s - s', by linear_combination h - h'⟩
    obtain ⟨k, hk⟩ := hpq.symm.dvd_of_dvd_mul_left hd
    refine ⟨k, by linear_combination hk, ?_⟩
    apply mul_left_cancel₀ hq
    linear_combination h - h' - p * hk
  · rintro ⟨k, rfl, rfl⟩
    linear_combination h
```

`IsCoprime p q` means that integers $a,b$ with $ap+bq=1$ exist. The theorem describes all labels once one is known. In the forward direction, `hd` is the divisibility obtained by subtraction, and `dvd_of_dvd_mul_left` removes the coprime factor $p$. The formula for $s'$ follows by cancelling $q$. The tactic `linear_combination` proves an equation by exhibiting it as a combination of known ones.

## Reducing a Bézout solution

```lean
/-- For coprime `p` and `q`, every `r` has a label with `|t| ≤ q / 2`. -/
theorem exists_label_in_window {p q : ℤ} (r : ℤ) (hq : 0 < q) (hpq : IsCoprime p q) :
    ∃ s t : ℤ, GapLabel p q r s t ∧ 2 * |t| ≤ q := by
  obtain ⟨a, b, hab⟩ := hpq
  -- reduce the Bezout solution `t = r a` modulo `q`
  have h0 := Int.emod_nonneg (r * a) hq.ne'
  have h1 := Int.emod_lt_of_pos (r * a) hq
  rw [Int.emod_def] at h0 h1
  generalize r * a / q = d at h0 h1
  rcases le_or_gt (2 * (r * a - q * d)) q with h | h
  · refine ⟨r * b + p * d, r * a - q * d, ?_, ?_⟩
    · unfold GapLabel
      linear_combination (-r) * hab
    · rw [abs_of_nonneg h0]
      exact h
  · refine ⟨r * b + p * d + p, r * a - q * d - q, ?_, ?_⟩
    · unfold GapLabel
      linear_combination (-r) * hab
    · rw [abs_of_nonpos (by linarith)]
      linarith
```

The window is written `2 * |t| ≤ q`, which keeps the condition exact for odd $q$ without integer division. The theorem assumes $q>0$; no restriction on $r$ is needed for existence. The case split on `le_or_gt` is the choice between $t$ and $t-q$, and each branch supplies the pair found by hand.

## Collisions occur only at the endpoints

```lean
/-- For coprime `p` and `q`, if one gap has two different values of `t` in the window `|t| ≤ q / 2`,
they are the two endpoints `-q / 2` and `q / 2`. -/
theorem window_collision {p q r s t s' t' : ℤ} (hq : 0 < q) (hpq : IsCoprime p q)
    (h : GapLabel p q r s t) (h' : GapLabel p q r s' t')
    (w : 2 * |t| ≤ q) (w' : 2 * |t'| ≤ q) (hlt : t < t') :
    2 * t = -q ∧ 2 * t' = q := by
  obtain ⟨k, hk, -⟩ := (gapLabel_iff_shift hq.ne' hpq h).1 h'
  have hk1 : 1 ≤ k := by
    by_contra hc
    have hk0 : k ≤ 0 := by omega
    nlinarith
  -- different solutions are at least `q` apart, the full width of the window
  have hkq : q ≤ k * q := by nlinarith
  have h1 := neg_abs_le t
  have h2 := le_abs_self t'
  constructor <;> linarith
```

The shift theorem supplies $k$, and $t<t'$ excludes $k\le 0$. Then `hkq` says that the separation is at least $q$, while `h1` and `h2` bound $t$ from below and $t'$ from above. These inequalities leave only the two endpoints.

```lean
/-- A gap with `0 < r < q` that has a label with `t = q / 2` is at half filling, `r = q / 2`. -/
theorem half_filling_of_endpoint {p q r s t : ℤ} (hr : 0 < r) (hrq : r < q)
    (h : GapLabel p q r s t) (ht : 2 * t = q) : 2 * r = q := by
  unfold GapLabel at h
  have hq : 0 < q := hr.trans hrq
  obtain ⟨n, hn⟩ : ∃ n : ℤ, 2 * r = q * n :=
    ⟨2 * s + p, by linear_combination 2 * h + p * ht⟩
  -- `2 r` is a multiple of `q` strictly between `0` and `2 q`
  have hn0 : 0 < n := by
    by_contra hc
    have hc' : n ≤ 0 := not_lt.mp hc
    nlinarith
  have hn2 : n < 2 := by
    by_contra hc
    have hc' : 2 ≤ n := not_lt.mp hc
    nlinarith
  have hn1 : n = 1 := by omega
  rw [hn, hn1, mul_one]
```

Here $n = 2s+p$. The two contradiction arguments exclude $n\le 0$ and $n\ge 2$, so $n=1$. Coprimality plays no part in this step.

## Both endpoints at half filling

```lean
/-- For coprime `p` and `q` at half filling, `r = q / 2`, the values of `t` allowed in the window
`|t| ≤ q / 2` are exactly `q / 2` and `-q / 2`. -/
theorem half_filling_labels {p q r : ℤ} (hr : 0 < r) (hpq : IsCoprime p q)
    (hhalf : 2 * r = q) (t : ℤ) :
    ((∃ s : ℤ, GapLabel p q r s t) ∧ 2 * |t| ≤ q) ↔ (2 * t = q ∨ 2 * t = -q) := by
  have hq : 0 < q := by omega
  -- `p` is odd because it is coprime to the even number `q`
  obtain ⟨m, hm⟩ : ∃ m : ℤ, p = 2 * m + 1 := by
    obtain ⟨m, hm | hm⟩ := Int.even_or_odd' p
    · exfalso
      obtain ⟨a, b, hab⟩ := hpq
      have h2 : 2 * (a * m + b * r) = 1 := by
        linear_combination hab - a * hm + b * hhalf
      omega
    · exact ⟨m, hm⟩
  have hplus : GapLabel p q r (-m) r := by
    unfold GapLabel
    rw [hm, ← hhalf]
    ring
  have hminus : GapLabel p q r (m + 1) (-r) := by
    unfold GapLabel
    rw [hm, ← hhalf]
    ring
  have habs : |r| = r := abs_of_pos hr
  constructor
  · rintro ⟨⟨s, hs⟩, w⟩
    rcases lt_trichotomy t r with hlt | heq | hgt
    · exact Or.inr (window_collision hq hpq hs hplus w (by rw [habs]; omega) hlt).1
    · left
      omega
    · have := le_abs_self t
      omega
  · rintro (ht | ht)
    · have htr : t = r := by omega
      subst htr
      exact ⟨⟨-m, hplus⟩, by rw [habs]; omega⟩
    · have htr : t = -r := by omega
      subst htr
      exact ⟨⟨m + 1, hminus⟩, by rw [abs_neg, habs]; omega⟩
```

The theorem assumes $r>0$, so $q=2r$ is positive. The statement is an equivalence for each $t$: some $s$ completes it to a label in the window if and only if $2t=q$ or $2t=-q$. If $p$ were even, the Bézout identity would make 1 even, which `omega` refutes. The facts `hplus` and `hminus` are the two explicit solutions. For the forward direction, $t$ is compared with $r$: a smaller value collides with the endpoint $r$, and a larger one leaves the window.

## The complete labelling theorem

```lean
/-- For coprime `p`, `q` and `0 < r < q`, the equation `r = q s + p t` has exactly one solution
with `|t| ≤ q / 2` when `r ≠ q / 2`; when `r = q / 2`, exactly `t = q / 2` and `t = -q / 2`
occur. -/
theorem diophantine_gap_labelling {p q r : ℤ} (hpq : IsCoprime p q) (hr : 0 < r) (hrq : r < q) :
    (2 * r ≠ q → ∃! st : ℤ × ℤ, GapLabel p q r st.1 st.2 ∧ 2 * |st.2| ≤ q) ∧
    (2 * r = q → ∀ t : ℤ,
      ((∃ s : ℤ, GapLabel p q r s t) ∧ 2 * |t| ≤ q) ↔ (2 * t = q ∨ 2 * t = -q)) := by
  have hq : 0 < q := hr.trans hrq
  refine ⟨fun hne => ?_, fun hhalf t => half_filling_labels hr hpq hhalf t⟩
  obtain ⟨s, t, h, w⟩ := exists_label_in_window r hq hpq
  refine ⟨(s, t), ⟨h, w⟩, ?_⟩
  rintro ⟨s', t'⟩ ⟨h', w'⟩
  dsimp only at h' w'
  -- two different `t` would put the gap at half filling
  have ht : t' = t := by
    rcases lt_trichotomy t' t with hlt | heq | hgt
    · exact absurd (half_filling_of_endpoint hr hrq h
        (window_collision hq hpq h' h w' w hlt).2) hne
    · exact heq
    · exact absurd (half_filling_of_endpoint hr hrq h'
        (window_collision hq hpq h h' w w' hgt).2) hne
  subst ht
  have hs : s' = s := by
    unfold GapLabel at h h'
    apply mul_left_cancel₀ hq.ne'
    linear_combination h - h'
  rw [hs]
```

The hypotheses are coprimality and $0<r<q$. The first part uses `∃!` over pairs `st`, so it asserts uniqueness of $s$ as well as $t$. The second part is the half-filling equivalence.

For uniqueness, a second label $(s',t')$ is compared with the one already found. If $t'\ne t$, the larger of the two is $q/2$ by `window_collision`, and `half_filling_of_endpoint` then contradicts $2r\ne q$. With $t'=t$, cancelling $q$ gives $s'=s$.

## No label has zero slope

```lean
/-- Every label of a gap with `0 < r < q` has `t ≠ 0`. -/
theorem label_ne_zero {p q r s t : ℤ} (hr : 0 < r) (hrq : r < q)
    (h : GapLabel p q r s t) : t ≠ 0 := by
  intro ht
  unfold GapLabel at h
  rw [ht, mul_zero, add_zero] at h
  rcases le_or_gt s 0 with hs | hs
  · nlinarith
  · have hs1 : 1 ≤ s := hs
    nlinarith
```

If $t=0$, then $r=qs$ would be a multiple of $q$ strictly between 0 and $q$. The proof treats $s\le 0$ and $s\ge 1$ separately. Read physically, every open gap between the subbands has a non-zero Hall integer, provided that integer obeys the gap equation.

## Filling as a linear function of flux

```lean
/-- The filling `r / q` of a labelled gap is linear in the flux `p / q`,
with intercept `s` and slope `t`. -/
theorem filling_eq {p q r s t : ℤ} (hq : q ≠ 0) (h : GapLabel p q r s t) :
    (r : ℝ) / q = s + t * ((p : ℝ) / q) := by
  have hq' : (q : ℝ) ≠ 0 := by exact_mod_cast hq
  have h' : (r : ℝ) = q * s + p * t := by
    unfold GapLabel at h
    exact_mod_cast h
  have hc : (p : ℝ) / q * q = p := div_mul_cancel₀ _ hq'
  rw [div_eq_iff hq']
  linear_combination h' - (t : ℝ) * hc
```

Dividing the gap equation by $q$ gives

$$\frac{r}{q} = s + t\,\frac{p}{q}.$$

The left side is the number of electrons per lattice site. The integers are converted to real numbers here so that the quotients are true fractions.

```lean
/-- Streda relation in finite-difference form: between two rational fluxes at which a gap has
the same label `(s, t)`, the change of filling is `t` times the change of flux. -/
theorem streda_difference {p q r p' q' r' s t : ℤ} (hq : q ≠ 0) (hq' : q' ≠ 0)
    (h : GapLabel p q r s t) (h' : GapLabel p' q' r' s t) :
    (r : ℝ) / q - (r' : ℝ) / q' = t * ((p : ℝ) / q - (p' : ℝ) / q') := by
  rw [filling_eq hq h, filling_eq hq' h']
  ring

end StredaDiophantine
```

Subtracting this formula at two fluxes cancels $s$ and leaves the Streda relation as a finite difference. That the gap keeps its label $(s,t)$ between the two fluxes is a hypothesis; physically it holds for a gap that remains open as the field changes, although equal labels alone do not show that the gap stays open in between. The usual Streda formula is a derivative of the density with respect to the field at fixed chemical potential, whereas this theorem compares two rational fluxes and takes no limit.

For example, the label $(1,-1)$ belongs to $r=3$ at flux $2/5$ and to $r=2$ at flux $1/3$. The filling changes by $3/5-2/3=-1/15$, which is $-1$ times the flux change $2/5-1/3=1/15$.

```lean
#print axioms StredaDiophantine.half_filling_of_endpoint
-- 'StredaDiophantine.half_filling_of_endpoint' depends on axioms: [propext, Classical.choice, Quot.sound]
#print axioms StredaDiophantine.diophantine_gap_labelling
-- 'StredaDiophantine.diophantine_gap_labelling' depends on axioms: [propext, Classical.choice, Quot.sound]
#print axioms StredaDiophantine.label_ne_zero
-- 'StredaDiophantine.label_ne_zero' depends on axioms: [propext, Classical.choice, Quot.sound]
#print axioms StredaDiophantine.streda_difference
-- 'StredaDiophantine.streda_difference' depends on axioms: [propext, Classical.choice, Quot.sound]
```
